# A microcanonical Crooks relation for permutations of a finite phase space

To estimate the entropy difference between two energy shells from switching simulations, one starts runs uniformly on each shell, drives the system forward from one and backward from the other, and takes the logarithm of a ratio of two work frequencies. For a finite phase space with invertible deterministic dynamics, that step rests on the identity

\[
N_0\,P_F(w) = N_1\,P_R(-w).
\]

Here \(U_0\) and \(U_1\) are the energy functions before and after the driving, \(N_0\) is the number of states with \(U_0 = E\), and \(N_1\) is the number with \(U_1 = E+w\). \(P_F(w)\) is the probability of work \(w\) in a forward run from the first shell, and \(P_R(-w)\) that of work \(-w\) in a backward run from the second. No temperature appears: this is a relation between shells, not the canonical Crooks theorem with its free-energy difference.

## Phase space, shells and work

The phase space is a finite set \(\Omega\), the type `Ω` in the code. The complete driving protocol is one permutation \(T\) of \(\Omega\), of type `Equiv.Perm Ω`, which sends each initial state to its final state. Bijectivity plays the part that conservation of phase-space volume plays in Hamiltonian mechanics. Continuous phase space, where state counts become densities of states, is not treated, nor is stochastic dynamics.

In Lean 4 with Mathlib:

```lean
import Mathlib

namespace MicrocanonicalCrooks

noncomputable section

variable {Ω : Type*} [Fintype Ω]
```

A shell is the set of states with exactly a given energy,

\[
\{x \in \Omega : U(x) = E\}.
\]

```lean
/-- The energy shell: all states whose energy `U` equals `E`. -/
def shell (U : Ω → ℝ) (E : ℝ) : Finset Ω :=
  Finset.univ.filter (fun x => U x = E)
```

A microcanonical distribution \(\rho\) on that shell is described by three properties: its values sum to one, it is constant on the shell, and it vanishes elsewhere.

```lean
/-- A microcanonical distribution: normalised, constant on the shell `U = E`, and zero
outside it. -/
structure IsMicrocanonical (ρ : Ω → ℝ) (U : Ω → ℝ) (E : ℝ) : Prop where
  normalized : ∑ x, ρ x = 1
  uniform : ∀ x y, U x = E → U y = E → ρ x = ρ y
  support : ∀ x, U x ≠ E → ρ x = 0
```

The system exchanges no heat while it is driven, so the work is the whole change of energy. For a start drawn from \(\rho\), with energy function \(U_i\) at the start and \(U_f\) at the end, the probability of work \(w\) is

\[
P(w) = \sum_{x\,:\,U_f(Tx)-U_i(x)=w} \rho(x).
\]

The forward process has \(U_i=U_0\), \(U_f=U_1\) and the map \(T\). The backward process exchanges the two energies and uses \(T^{-1}\), written `T.symm`.

```lean
/-- The probability that the work, final energy `Uf` after the map `T` minus initial energy
`Ui`, equals `w` when the initial state is drawn from `ρ`. -/
def workProb (ρ Ui Uf : Ω → ℝ) (T : Equiv.Perm Ω) (w : ℝ) : ℝ :=
  ∑ x ∈ Finset.univ.filter (fun x => Uf (T x) - Ui x = w), ρ x
```

Since the dynamics is deterministic, a trajectory is fixed by its initial state. The trajectories from energy \(E\) to energy \(E'\) therefore correspond to the set

\[
\{x : U_i(x)=E,\ U_f(Tx)=E'\}.
\]

```lean
/-- The initial states on the shell `Ui = E` that `T` carries to the shell `Uf = E'`. -/
def transit (Ui Uf : Ω → ℝ) (T : Equiv.Perm Ω) (E E' : ℝ) : Finset Ω :=
  Finset.univ.filter (fun x => Ui x = E ∧ Uf (T x) = E')
```

The Boltzmann entropy of a shell with \(N\ge 1\) states, in units of \(k_B\), is \(S=\ln N\). For an empty shell the code returns the conventional value zero, which has no physical meaning.

```lean
/-- The Boltzmann entropy of a nonempty energy shell, in units of the Boltzmann constant; for an
empty shell the value is zero by convention. -/
def entropy (U : Ω → ℝ) (E : ℝ) : ℝ := Real.log ((shell U E).card : ℝ)
```

## Every state of a shell has weight 1/N

If the shell were empty, \(\rho\) would vanish everywhere and its sum would be zero instead of one. A shell that carries a microcanonical distribution therefore has \(N>0\).

```lean
/-- A shell that carries a microcanonical distribution contains at least one state. -/
theorem IsMicrocanonical.card_pos {ρ U : Ω → ℝ} {E : ℝ} (h : IsMicrocanonical ρ U E) :
    (0 : ℝ) < ((shell U E).card : ℝ) := by
  have hne : (shell U E).Nonempty := by
    by_contra hne
    have h0 : ∀ x, ρ x = 0 := fun x =>
      h.support x (fun hx => hne ⟨x, by simp [shell, hx]⟩)
    have h1 := h.normalized
    simp [h0] at h1
  exact Nat.cast_pos.mpr (Finset.card_pos.mpr hne)
```

For any state \(x\) on the shell, the support condition and then the uniformity give

\[
1=\sum_{y\in\Omega}\rho(y)=\sum_{y:\,U(y)=E}\rho(y)=N\rho(x).
\]

The proof takes these equalities in turn: `h1` restricts the sum to the shell, and `h2` replaces every term by \(\rho(x)\).

```lean
/-- The number of states on the shell times the probability of any one of them is one. -/
theorem IsMicrocanonical.card_mul {ρ U : Ω → ℝ} {E : ℝ} (h : IsMicrocanonical ρ U E)
    {x : Ω} (hx : U x = E) : ((shell U E).card : ℝ) * ρ x = 1 := by
  -- all the probability sits on the shell
  have h1 : ∑ y ∈ shell U E, ρ y = 1 := by
    refine Eq.trans (Finset.sum_subset (Finset.subset_univ _) ?_) h.normalized
    intro y _ hy
    exact h.support y (by simpa [shell] using hy)
  -- and it is shared equally
  have h2 : ∑ y ∈ shell U E, ρ y = ∑ _y ∈ shell U E, ρ x :=
    Finset.sum_congr rfl (fun y hy => h.uniform y x (Finset.mem_filter.mp hy).2 hx)
  rw [h2, Finset.sum_const, nsmul_eq_mul] at h1
  exact h1
```

Hence \(\rho(x)=1/N\) on the shell and zero off it. Conversely, if the shell is nonempty, this function sums to \(N\cdot(1/N)=1\) and has the other two properties. Assuming a microcanonical distribution is thus the same as assuming a nonempty shell with a uniform start.

```lean
/-- A distribution is microcanonical exactly when the shell is nonempty and each of its `N`
states has probability `1/N`, all other states having probability zero. -/
theorem isMicrocanonical_iff (ρ U : Ω → ℝ) (E : ℝ) :
    IsMicrocanonical ρ U E ↔ (shell U E).Nonempty ∧
      ρ = fun x => if U x = E then ((shell U E).card : ℝ)⁻¹ else 0 := by
  constructor
  · intro h
    refine ⟨Finset.card_pos.mp (Nat.cast_pos.mp h.card_pos), ?_⟩
    funext x
    by_cases hx : U x = E
    · simp only [if_pos hx]
      exact eq_inv_of_mul_eq_one_right (h.card_mul hx)
    · simp only [if_neg hx]
      exact h.support x hx
  · rintro ⟨hne, rfl⟩
    have hN : ((shell U E).card : ℝ) ≠ 0 :=
      Nat.cast_ne_zero.mpr (Finset.card_pos.mpr hne).ne'
    refine ⟨?_, ?_, ?_⟩
    · rw [← Finset.sum_filter, Finset.sum_const, nsmul_eq_mul]
      exact mul_inv_cancel₀ hN
    · intro x y hx hy
      simp only [if_pos hx, if_pos hy]
    · intro x hx
      simp only [if_neg hx]
```

## Work probabilities count trajectories

Multiply the forward work probability by \(N_0\). Starts off the shell have weight zero. For a start on the shell, work \(w\) means that the final energy is \(E+w\). Writing \(\rho_0\) for the initial distribution,

\[
N_0P_F(w)=\sum_{\substack{x:\,U_0(x)=E\\ U_1(Tx)=E+w}}N_0\,\rho_0(x)
=\#\{x:U_0(x)=E,\ U_1(Tx)=E+w\},
\]

because each remaining term equals one. In the proof, `Finset.sum_subset` removes the terms of weight zero, and `card_mul` evaluates the others. The lemma is stated for general energy functions, so it serves the backward process as well.

```lean
/-- The size of the initial shell times the probability of work `w` is the number of
trajectories from energy `E` to energy `E + w`. -/
theorem IsMicrocanonical.card_mul_workProb {ρ Ui : Ω → ℝ} {E : ℝ}
    (h : IsMicrocanonical ρ Ui E) (Uf : Ω → ℝ) (T : Equiv.Perm Ω) (w : ℝ) :
    ((shell Ui E).card : ℝ) * workProb ρ Ui Uf T w
      = ((transit Ui Uf T E (E + w)).card : ℝ) := by
  unfold workProb
  rw [Finset.mul_sum]
  -- only initial states on the shell contribute
  have hs : ∑ x ∈ transit Ui Uf T E (E + w), ((shell Ui E).card : ℝ) * ρ x
      = ∑ x ∈ Finset.univ.filter (fun x => Uf (T x) - Ui x = w),
          ((shell Ui E).card : ℝ) * ρ x := by
    apply Finset.sum_subset
    · intro x hx
      have hx' := (Finset.mem_filter.mp hx).2
      exact Finset.mem_filter.mpr ⟨Finset.mem_univ _, by linarith [hx'.1, hx'.2]⟩
    · intro x hx hx'
      have hw := (Finset.mem_filter.mp hx).2
      have hE : Ui x ≠ E := fun he =>
        hx' (Finset.mem_filter.mpr ⟨Finset.mem_univ _, he, by linarith⟩)
      rw [h.support x hE, mul_zero]
  rw [← hs, Finset.sum_congr rfl (fun x hx => h.card_mul (Finset.mem_filter.mp hx).2.1)]
  simp
```

## Forward and backward trajectories pair off

Put \(y=Tx\). Then

\[
U_0(x)=E,\ U_1(Tx)=E+w
\quad\Longleftrightarrow\quad
U_1(y)=E+w,\ U_0(T^{-1}y)=E.
\]

The map \(x\mapsto Tx\) is thus a bijection from the forward starts to the backward starts, and the two sets have equal size. `Finset.card_equiv` draws this conclusion from the permutation `T` and the equivalence above.

```lean
/-- There are as many forward trajectories from one shell to another as there are backward
trajectories between them under the inverse map. -/
theorem card_transit_reverse (U0 U1 : Ω → ℝ) (T : Equiv.Perm Ω) (E E' : ℝ) :
    (transit U0 U1 T E E').card = (transit U1 U0 T.symm E' E).card :=
  Finset.card_equiv T (fun x => by simp [transit, and_comm])
```

Let \(K\) be the common number of trajectories. A backward run from energy \(E+w\) with work \(-w\) ends at \(E+w-w=E\), so

\[
N_0P_F(w)=K=N_1P_R(-w).
\]

The theorem assumes microcanonical distributions \(\rho_0\) at energy \(E\) for \(U_0\) and \(\rho_1\) at energy \(E+w\) for \(U_1\). Its proof rewrites both sides as counts and then identifies the counts.

```lean
/-- **Microcanonical Crooks relation.** The forward probability of work `w` from energy `E`
and the backward probability of work `-w` from energy `E + w`, each multiplied by the size of
its initial shell, are equal. -/
theorem microcanonical_crooks {ρ0 ρ1 U0 U1 : Ω → ℝ} {E w : ℝ} (T : Equiv.Perm Ω)
    (h0 : IsMicrocanonical ρ0 U0 E) (h1 : IsMicrocanonical ρ1 U1 (E + w)) :
    ((shell U0 E).card : ℝ) * workProb ρ0 U0 U1 T w
      = ((shell U1 (E + w)).card : ℝ) * workProb ρ1 U1 U0 T.symm (-w) := by
  rw [h0.card_mul_workProb, h1.card_mul_workProb, add_neg_cancel_right,
    card_transit_reverse U0 U1 T E (E + w)]
```

Uniformity on the shell matters. Take two states \(a,b\), let \(T\) be the identity, and set \(U_0(a)=U_0(b)=0\), \(U_1(a)=0\), \(U_1(b)=1\). Start forward from \(a\) with probability \(p\) and from \(b\) with probability \(1-p\). For \(E=w=0\) we have \(N_0=2\), \(P_F(0)=p\), \(N_1=1\) and \(P_R(0)=1\). The relation would read \(2p=1\), which is false for every \(p\neq 1/2\).

Exact energies make the shells sharp, whereas a simulation may collect states in windows \(E\le U<E+\delta\). With shells defined as windows, the initial and final shell would no longer determine the work, so the set of trajectories would also have to record the condition \(U_1(Tx)-U_0(x)=w\). The same pairing would then match the windows starting at \(E\) and at \(E+w\).

## The entropy difference from a ratio of probabilities

Let \(S_0=\ln N_0\) and \(S_1=\ln N_1\). If \(P_R(-w)\neq0\), division gives

\[
\frac{P_F(w)}{P_R(-w)}=\frac{N_1}{N_0}=e^{S_1-S_0}.
\]

The condition says that at least one trajectory joins the two shells; without one, both probabilities are zero and their ratio carries no information. The proof turns the exponential into \(N_1/N_0\), clears the denominators and applies the Crooks relation.

```lean
/-- If the backward work `-w` has nonzero probability, the ratio of forward to backward
probability is the exponential of the entropy difference between the two shells. -/
theorem crooks_entropy_ratio {ρ0 ρ1 U0 U1 : Ω → ℝ} {E w : ℝ} (T : Equiv.Perm Ω)
    (h0 : IsMicrocanonical ρ0 U0 E) (h1 : IsMicrocanonical ρ1 U1 (E + w))
    (hR : workProb ρ1 U1 U0 T.symm (-w) ≠ 0) :
    workProb ρ0 U0 U1 T w / workProb ρ1 U1 U0 T.symm (-w)
      = Real.exp (entropy U1 (E + w) - entropy U0 E) := by
  unfold entropy
  rw [Real.exp_sub, Real.exp_log h1.card_pos, Real.exp_log h0.card_pos,
    div_eq_div_iff hR h0.card_pos.ne']
  linear_combination microcanonical_crooks T h0 h1
```

## A small final shell limits the work probability

The \(K\) end points of the forward trajectories are distinct and lie on the final shell, so \(K\le N_1\) and

\[
P_F(w)=\frac{K}{N_0}\le\frac{N_1}{N_0}.
\]

Equality means \(K=N_1\): every state \(y\) with \(U_1(y)=E+w\) has \(U_0(T^{-1}y)=E\). In this finite deterministic model, a work value that leads to a much smaller shell is therefore rare in forward runs, whatever the protocol.

Only the initial shell has to be nonempty here. In the proof, `hsub` is the inclusion of the end points in the final shell. Comparing sizes gives the bound, and a subset of the same size as the whole gives the equality condition.

```lean
/-- The probability of work `w` is at most the ratio of final to initial shell size, with
equality exactly when every state of the final shell comes from the initial shell. -/
theorem workProb_le_shell_ratio {ρ0 U0 : Ω → ℝ} {E : ℝ} (h0 : IsMicrocanonical ρ0 U0 E)
    (U1 : Ω → ℝ) (T : Equiv.Perm Ω) (w : ℝ) :
    workProb ρ0 U0 U1 T w ≤ ((shell U1 (E + w)).card : ℝ) / ((shell U0 E).card : ℝ) ∧
    (workProb ρ0 U0 U1 T w = ((shell U1 (E + w)).card : ℝ) / ((shell U0 E).card : ℝ) ↔
      ∀ y, U1 y = E + w → U0 (T.symm y) = E) := by
  have hP := h0.card_mul_workProb U1 T w
  rw [card_transit_reverse U0 U1 T E (E + w)] at hP
  -- the end points of the trajectories form a subset of the final shell
  have hsub : transit U1 U0 T.symm (E + w) E ⊆ shell U1 (E + w) := fun y hy =>
    Finset.mem_filter.mpr ⟨Finset.mem_univ _, (Finset.mem_filter.mp hy).2.1⟩
  constructor
  · rw [le_div_iff₀ h0.card_pos, mul_comm, hP]
    exact Nat.cast_le.mpr (Finset.card_le_card hsub)
  · rw [eq_div_iff h0.card_pos.ne', mul_comm, hP, Nat.cast_inj]
    constructor
    · intro hc y hy
      have hy' : y ∈ shell U1 (E + w) := Finset.mem_filter.mpr ⟨Finset.mem_univ _, hy⟩
      rw [← Finset.eq_of_subset_of_card_le hsub hc.ge] at hy'
      exact (Finset.mem_filter.mp hy').2.2
    · intro hall
      refine congrArg Finset.card (Finset.Subset.antisymm hsub (fun y hy => ?_))
      have hy1 := (Finset.mem_filter.mp hy).2
      exact Finset.mem_filter.mpr ⟨Finset.mem_univ _, hy1, hall y hy1⟩
```

## Reversing the momenta

A backward simulation normally follows the ordinary equations of motion with the protocol in reverse order, instead of applying \(T^{-1}\) directly. Reversal of the momenta relates the two maps. Let \(\Theta\) be this reversal, a permutation of \(\Omega\), and let the backward map be

\[
\widetilde T=\Theta\,T^{-1}\,\Theta^{-1}.
\]

The code writes the composition in order of application, as `(Θ.symm.trans T.symm).trans Θ`. Two conditions are assumed, \(U_0(\Theta x)=U_0(x)\) and \(U_1(\Theta x)=U_1(x)\). They stand for energies that are even in the momenta, such as a kinetic energy \(\sum_i p_i^2/2m_i\) plus a potential that depends on the positions alone. That the reversed protocol produces \(\widetilde T\) is part of the model and is not derived from equations of motion.

Match a forward start \(x\) with the backward start \(z=\Theta Tx\). Then

\[
U_1(z)=U_1(Tx),\qquad
\widetilde T z=\Theta T^{-1}\Theta^{-1}\Theta Tx=\Theta x,\qquad
U_0(\widetilde Tz)=U_0(x).
\]

Forward trajectories from \(E\) to \(E+w\) thus correspond one to one with backward trajectories from \(E+w\) to \(E\), and the relation keeps its form. The proof is the earlier one with the bijection `T.trans Θ` in place of `T`.

```lean
/-- The microcanonical Crooks relation with a reversal `Θ` of phase space that preserves both
energies: the backward process undoes `Θ`, applies the inverse of `T`, then applies `Θ`. -/
theorem microcanonical_crooks_time_reversal {ρ0 ρ1 U0 U1 : Ω → ℝ} {E w : ℝ}
    (T Θ : Equiv.Perm Ω) (hΘ0 : ∀ x, U0 (Θ x) = U0 x) (hΘ1 : ∀ x, U1 (Θ x) = U1 x)
    (h0 : IsMicrocanonical ρ0 U0 E) (h1 : IsMicrocanonical ρ1 U1 (E + w)) :
    ((shell U0 E).card : ℝ) * workProb ρ0 U0 U1 T w
      = ((shell U1 (E + w)).card : ℝ)
        * workProb ρ1 U1 U0 ((Θ.symm.trans T.symm).trans Θ) (-w) := by
  rw [h0.card_mul_workProb, h1.card_mul_workProb, add_neg_cancel_right, Nat.cast_inj]
  -- a forward trajectory from x is matched with the backward one from Θ (T x)
  exact Finset.card_equiv (T.trans Θ) (fun x => by simp [transit, hΘ0, hΘ1, and_comm])

end

end MicrocanonicalCrooks
```

```lean
#print axioms MicrocanonicalCrooks.isMicrocanonical_iff
#print axioms MicrocanonicalCrooks.crooks_entropy_ratio
#print axioms MicrocanonicalCrooks.workProb_le_shell_ratio
#print axioms MicrocanonicalCrooks.microcanonical_crooks_time_reversal
```

```
'MicrocanonicalCrooks.isMicrocanonical_iff' depends on axioms: [propext, Classical.choice, Quot.sound]
'MicrocanonicalCrooks.crooks_entropy_ratio' depends on axioms: [propext, Classical.choice, Quot.sound]
'MicrocanonicalCrooks.workProb_le_shell_ratio' depends on axioms: [propext, Classical.choice, Quot.sound]
'MicrocanonicalCrooks.microcanonical_crooks_time_reversal' depends on axioms: [propext, Classical.choice, Quot.sound]
```
